# Power-law absorption edge of a direct gap with isotropic parabolic bands

A common way to read a direct gap off the absorption spectrum of a bulk crystal is to plot a power of the absorption, usually after multiplying it by the photon energy, and to extend the straight part of the curve to zero. The power that straightens the curve is the inverse of the edge exponent: 2 for an edge that rises as a square root, 2/3 for one that rises with exponent 3/2. Both exponents are derived here for non-interacting electron–hole pairs whose energy is quadratic in the wave vector and whose squared matrix element is a power of the wave number.

```lean
import Mathlib

open MeasureTheory

namespace DirectGapAbsorptionEdge

noncomputable section
```

## Pair energy, matrix element and integrated strength

Let \(k\) be the wave vector in \(d\ge1\) dimensions, measured from the band extremum, and let \(q=|k|\). In units with \(\hbar=1\), an electron–hole pair at \(k\) has energy \(E_g+|k|^2/(2m)\), where \(E_g\) is the gap and \(m>0\) is the reduced mass. A photon of energy \(E\) has excess energy \(x=E-E_g\). For \(x\ge 0\) it excites pairs of wave number \(\sqrt{2mx}\), and photons of energy up to \(E\) together reach all wave numbers up to this value.

The squared matrix element is postulated to be \(|k|^{2p}\), with \(p\) a natural number. For \(p=0\) it is constant, as for an allowed transition, whose matrix element is nonzero at the extremum. For \(p=1\) it stands for a forbidden transition, whose matrix element vanishes at the extremum and grows linearly away from it. Such a matrix element generally depends on the direction of \(k\); since the pair energy is isotropic, only the angular average of its square enters, and this is proportional to \(|k|^2\).

In spherical coordinates the volume element contributes \(q^{d-1}\), and the radial part of the strength is

\[
R(x)=\int_0^{\sqrt{2mx}} q^{\,d-1+2p}\,dq .
\]

```lean
/-- The radial integral of `q^(d-1+2p)` from zero to `√(2mx)`, which for `m > 0` and `x ≥ 0` is the
wave number of a pair with excess energy `x`. -/
def radialStrength (d p : ℕ) (m x : ℝ) : ℝ :=
  ∫ q in (0 : ℝ)..√(2 * m * x), q ^ (d - 1 + 2 * p)
```

The physical starting point is the integral over all wave vectors, from which \(R\) will be recovered. The strength integrated up to photon energy \(E\) is

\[
S(E)=\int_{E_g+|k|^2/(2m)\,\le\,E}|k|^{2p}\,d^dk .
\]

```lean
/-- The interband strength integrated up to photon energy `E`: the squared matrix element
`|k|^(2p)` summed over all wave vectors with pair energy `Eg + |k|²/(2m)` at most `E`. -/
def interbandStrength (d p : ℕ) (m Eg E : ℝ) : ℝ :=
  ∫ k : EuclideanSpace ℝ (Fin d),
    if Eg + ‖k‖ ^ 2 / (2 * m) ≤ E then ‖k‖ ^ (2 * p) else 0
```

The type `EuclideanSpace ℝ (Fin d)` is \(d\)-dimensional \(k\)-space with the ordinary length, and the `if` sets the integrand to zero for pairs whose energy exceeds \(E\). The absorption at photon energy \(E\) is the derivative \(S'(E)\), up to factors left out of the model: spin, the density \((2\pi)^{-d}\) of states in \(k\)-space, coupling constants and any slowly varying dependence on the photon energy. The integral runs over all of \(k\)-space, so the edge of the Brillouin zone is ignored. Excitons, broadening and band occupation are also absent.

The angular integral will produce the surface of the unit sphere, \(d\,\omega_d\), where \(\omega_d\) is the volume of the unit ball.

```lean
/-- The volume of the unit ball in `d`-dimensional wave-vector space. -/
def ballVolume (d : ℕ) : ℝ :=
  (volume : Measure (EuclideanSpace ℝ (Fin d))).real (Metric.ball 0 1)
```

## The radial integral and its derivative

Since \(d\ge1\), the exponent \(d-1+2p\) is not negative, and the power rule gives, for \(x\ge0\),

\[
R(x)=\frac{(\sqrt{2mx})^{\,d+2p}}{d+2p}=\frac{(2mx)^{d/2+p}}{d+2p}.
\]

```lean
/-- At excess energy `x ≥ 0` the radial integral is `(2mx)^(d/2+p) / (d+2p)`. -/
theorem radialStrength_eq {d : ℕ} (p : ℕ) {m x : ℝ} (hd : 1 ≤ d) (hm : 0 < m)
    (hx : 0 ≤ x) :
    radialStrength d p m x = (2 * m * x) ^ ((d : ℝ) / 2 + p) / ((d : ℝ) + 2 * p) := by
  have h0 : 0 ≤ 2 * m * x := by positivity
  have hN : d - 1 + 2 * p + 1 = d + 2 * p := by omega
  have hN' : ((d - 1 + 2 * p : ℕ) : ℝ) + 1 = (d : ℝ) + 2 * p := by
    exact_mod_cast hN
  have hne : d + 2 * p ≠ 0 := by omega
  -- a power of the square root is a half-integer power
  have hpow : √(2 * m * x) ^ (d + 2 * p) = (2 * m * x) ^ ((d : ℝ) / 2 + p) := by
    rw [Real.sqrt_eq_rpow, ← Real.rpow_natCast, ← Real.rpow_mul h0]
    congr 1
    push_cast
    ring
  rw [radialStrength, integral_pow, hN', hN, hpow, zero_pow hne, sub_zero]
```

The integral itself is `integral_pow`. The step `hpow` turns the integer power of a square root into a real power with half the exponent, which is legitimate because \(2mx\ge0\).

For \(x>0\) the chain rule gives

\[
R'(x)=\frac{(d/2+p)\,2m\,(2mx)^{d/2+p-1}}{d+2p}=m\,(2mx)^{(d-2)/2+p},
\]

because \(2(d/2+p)=d+2p\) cancels the denominator.

```lean
/-- For excess energy `x > 0` the energy derivative of the radial integral is
`m (2mx)^((d-2)/2+p)`. -/
theorem radialStrength_hasDerivAt {d : ℕ} (p : ℕ) {m x : ℝ} (hd : 1 ≤ d) (hm : 0 < m)
    (hx : 0 < x) :
    HasDerivAt (radialStrength d p m)
      (m * (2 * m * x) ^ (((d : ℝ) - 2) / 2 + p)) x := by
  have hpos : 0 < 2 * m * x := by positivity
  have hd' : (0 : ℝ) < d := by exact_mod_cast hd
  have hne : (d : ℝ) + 2 * p ≠ 0 := by positivity
  have h1 : HasDerivAt (fun y : ℝ => 2 * m * y) (2 * m) x := by
    simpa using (hasDerivAt_id x).const_mul (2 * m)
  have h2 := (h1.rpow_const (p := (d : ℝ) / 2 + p) (Or.inl hpos.ne')).div_const
    ((d : ℝ) + 2 * p)
  -- the closed form holds in a whole neighbourhood of `x`
  have h3 := h2.congr_of_eventuallyEq (f₁ := radialStrength d p m) (by
    filter_upwards [Ioi_mem_nhds hx] with y hy
    exact radialStrength_eq p hd hm (le_of_lt hy))
  refine h3.congr_deriv ?_
  rw [show (d : ℝ) / 2 + p - 1 = ((d : ℝ) - 2) / 2 + p by ring]
  generalize (2 * m * x) ^ (((d : ℝ) - 2) / 2 + (p : ℝ)) = X
  rw [div_eq_iff hne]
  ring
```

`HasDerivAt f c x` says that `f` is differentiable at `x` with derivative `c`. In the proof, `h1` differentiates \(2my\) and `h2` differentiates the closed form. The closed form is known only for non-negative excess energy, but a derivative at \(x>0\) depends only on values near \(x\), and `h3` uses this to carry the result over to the integral. The last lines perform the cancellation.

## From wave vectors to the radial integral

For a function of \(|k|\) alone, integration in spherical coordinates reads

\[
\int f(|k|)\,d^dk=d\,\omega_d\int_0^\infty q^{d-1}f(q)\,dq .
\]

Here \(f(q)=q^{2p}\) if \(E_g+q^2/(2m)\le E\), and \(f(q)=0\) otherwise. For \(q>0\) and \(E\ge E_g\),

\[
E_g+\frac{q^2}{2m}\le E\iff q^2\le 2m(E-E_g)\iff q\le\sqrt{2m(E-E_g)} .
\]

The energy condition therefore cuts the radial integral off at the wave number that bounds \(R\), and

\[
S(E)=d\,\omega_d\,R(E-E_g).
\]

```lean
/-- The wave-vector integral is the radial integral times the surface `d ω_d` of the
unit sphere, with `ω_d` the volume of the unit ball. -/
theorem interbandStrength_eq_radial {d : ℕ} (p : ℕ) {m : ℝ} (Eg E : ℝ) (hd : 1 ≤ d)
    (hm : 0 < m) :
    interbandStrength d p m Eg E = d * ballVolume d * radialStrength d p m (E - Eg) := by
  obtain ⟨n, rfl⟩ : ∃ n, d = n + 1 := ⟨d - 1, by omega⟩
  -- the energy condition is a cutoff on the wave number
  have key : ∫ q in Set.Ioi (0 : ℝ),
      q ^ n * (if Eg + q ^ 2 / (2 * m) ≤ E then q ^ (2 * p) else 0)
        = radialStrength (n + 1) p m (E - Eg) := by
    calc _ = ∫ q in Set.Ioi (0 : ℝ),
          (Set.Iic √(2 * m * (E - Eg))).indicator (fun q : ℝ => q ^ (n + 2 * p)) q := by
          refine setIntegral_congr_fun measurableSet_Ioi (fun q hq => ?_)
          have hq' : 0 < q := hq
          have hiff : Eg + q ^ 2 / (2 * m) ≤ E ↔ q ≤ √(2 * m * (E - Eg)) := by
            rw [Real.le_sqrt' hq', ← le_sub_iff_add_le', div_le_iff₀ (by positivity),
              mul_comm (E - Eg)]
          by_cases hc : q ≤ √(2 * m * (E - Eg))
          · rw [if_pos (hiff.mpr hc), Set.indicator_of_mem (Set.mem_Iic.mpr hc)]
            exact (pow_add q n (2 * p)).symm
          · rw [if_neg (fun h => hc (hiff.mp h)),
              Set.indicator_of_notMem (fun h => hc (Set.mem_Iic.mp h)), mul_zero]
      _ = _ := by
          rw [radialStrength, Nat.add_sub_cancel, setIntegral_indicator measurableSet_Iic,
            Set.Ioi_inter_Iic, intervalIntegral.integral_of_le (Real.sqrt_nonneg _)]
  have : Nontrivial (EuclideanSpace ℝ (Fin (n + 1))) :=
    Module.nontrivial_of_finrank_pos (R := ℝ) (by simp)
  -- integration in spherical coordinates
  have h := integral_fun_norm_addHaar
    (volume : Measure (EuclideanSpace ℝ (Fin (n + 1))))
    (fun q : ℝ => if Eg + q ^ 2 / (2 * m) ≤ E then q ^ (2 * p) else 0)
  simp only [finrank_euclideanSpace_fin, Nat.add_sub_cancel, nsmul_eq_mul,
    smul_eq_mul] at h
  rw [key] at h
  rw [interbandStrength, h, ballVolume]
  ring
```

The equivalence is `hiff`, the resulting radial identity is `key`, and the formula for spherical coordinates is Mathlib's `integral_fun_norm_addHaar`. The theorem places no condition on \(E\): below the gap no wave vector meets the energy condition, so the left side vanishes, and Lean's square root of a negative number is zero, so the right side vanishes too.

## The edge above and below the gap

Shifting the energy by \(E_g\) and multiplying by a constant turns the derivative of \(R\) into that of \(S\). For \(E>E_g\),

\[
S'(E)=d\,\omega_d\,m\,\bigl(2m(E-E_g)\bigr)^{(d-2)/2+p}.
\]

```lean
/-- Absorption edge of a direct gap in `d` dimensions: above the gap the interband strength
per unit energy is `d ω_d m (2m(E-Eg))^((d-2)/2+p)`. -/
theorem absorption_edge {d : ℕ} (p : ℕ) {m Eg E : ℝ} (hd : 1 ≤ d) (hm : 0 < m)
    (hE : Eg < E) :
    HasDerivAt (interbandStrength d p m Eg)
      (d * ballVolume d * (m * (2 * m * (E - Eg)) ^ (((d : ℝ) - 2) / 2 + p))) E := by
  have hfun : interbandStrength d p m Eg =
      fun y => d * ballVolume d * radialStrength d p m (y - Eg) :=
    funext fun y => interbandStrength_eq_radial p Eg y hd hm
  rw [hfun]
  exact ((radialStrength_hasDerivAt p hd hm (sub_pos.mpr hE)).comp_sub_const E Eg).const_mul _
```

The proof rewrites the strength by the radial identity, then applies `comp_sub_const` for the shift and `const_mul` for the prefactor. In one dimension with \(p=0\) the exponent is \(-1/2\), and the strength per unit energy grows without bound as \(E\) approaches the gap from above.

If \(E<E_g\), every energy close enough to \(E\) also lies below the gap. No pair can then be excited, because \(|k|^2/(2m)\ge0\). So \(S\) is zero throughout a neighbourhood of \(E\), and \(S'(E)=0\).

```lean
/-- Below the gap the interband strength per unit energy vanishes. -/
theorem no_absorption_below_gap (d p : ℕ) {m Eg E : ℝ} (hm : 0 < m) (hE : E < Eg) :
    HasDerivAt (interbandStrength d p m Eg) 0 E := by
  refine (hasDerivAt_const E (0 : ℝ)).congr_of_eventuallyEq ?_
  filter_upwards [Iio_mem_nhds hE] with y hy
  have hy' : y < Eg := hy
  -- no wave vector has a pair energy below the gap
  have hnone : ∀ k : EuclideanSpace ℝ (Fin d), ¬ (Eg + ‖k‖ ^ 2 / (2 * m) ≤ y) := by
    intro k hk
    have : 0 ≤ ‖k‖ ^ 2 / (2 * m) := by positivity
    linarith
  simp only [interbandStrength, hnone, if_false, integral_zero]
```

The two theorems leave out \(E=E_g\) itself. For an allowed transition in two dimensions \(S\) has a kink there, and no derivative exists.

## Two and three dimensions

For \(d=2\) and \(p=0\) the exponent is zero, and the edge is a step of constant height:

\[
S'(E)=2\,\omega_2\,m\qquad(E>E_g).
\]

```lean
/-- In two dimensions the allowed edge has the same height `2 ω_2 m` at every energy
above the gap. -/
theorem allowed_edge_two_dim {m Eg E : ℝ} (hm : 0 < m) (hE : Eg < E) :
    HasDerivAt (interbandStrength 2 0 m Eg) (2 * ballVolume 2 * m) E := by
  refine (absorption_edge (d := 2) 0 (by norm_num) hm hE).congr_deriv ?_
  rw [show (((2 : ℕ) : ℝ) - 2) / 2 + ((0 : ℕ) : ℝ) = 0 by norm_num, Real.rpow_zero]
  push_cast
  ring
```

The theorem keeps \(\omega_2\) as a symbol; it is the area \(\pi\) of the unit disc.

In three dimensions the prefactor requires the volume of the unit ball, \(\omega_3=4\pi/3\), which gives \(3\,\omega_3=4\pi\).

```lean
/-- The unit ball in three-dimensional wave-vector space has volume `4π/3`. -/
theorem ballVolume_three : ballVolume 3 = 4 * Real.pi / 3 := by
  rw [ballVolume, Measure.real, EuclideanSpace.volume_ball_fin_three, ENNReal.ofReal_one,
    one_pow, one_mul, ENNReal.toReal_ofReal (by positivity)]
  ring
```

With \(d=3\) the exponent is \(1/2+p\). For \(E>E_g\) the allowed and forbidden edges are

\[
S'_{p=0}(E)=4\pi m\,\sqrt{2m(E-E_g)},\qquad
S'_{p=1}(E)=4\pi m\,\bigl(2m(E-E_g)\bigr)^{3/2}.
\]

```lean
/-- In three dimensions the allowed edge is `4πm √(2m(E-Eg))` and the forbidden edge is
`4πm (2m(E-Eg))^(3/2)`. -/
theorem edges_three_dim {m Eg E : ℝ} (hm : 0 < m) (hE : Eg < E) :
    HasDerivAt (interbandStrength 3 0 m Eg)
      (4 * Real.pi * m * √(2 * m * (E - Eg))) E ∧
    HasDerivAt (interbandStrength 3 1 m Eg)
      (4 * Real.pi * m * (2 * m * (E - Eg)) ^ (3 / 2 : ℝ)) E := by
  constructor
  · refine (absorption_edge (d := 3) 0 (by norm_num) hm hE).congr_deriv ?_
    rw [ballVolume_three, Real.sqrt_eq_rpow,
      show (((3 : ℕ) : ℝ) - 2) / 2 + ((0 : ℕ) : ℝ) = 1 / 2 by norm_num]
    push_cast
    ring
  · refine (absorption_edge (d := 3) 1 (by norm_num) hm hE).congr_deriv ?_
    rw [ballVolume_three,
      show (((3 : ℕ) : ℝ) - 2) / 2 + ((1 : ℕ) : ℝ) = 3 / 2 by norm_num]
    push_cast
    ring

end

end DirectGapAbsorptionEdge
```

Each half of the proof specialises `absorption_edge`, evaluates the exponent and inserts the ball volume. The two prefactors agree as written, but the strengths have different dimensions, since the forbidden matrix element carries an extra factor of wave number.

In electronic-structure work these formulas give a check on the onset of a computed independent-particle spectrum, as long as the bands near the gap are isotropic and parabolic and the matrix element follows the assumed power. The comparison also requires the omitted factors to be restored, any broadening of the computed spectrum to be small compared with \(E-E_g\), and the wave vectors near the extremum to be sampled densely enough that the onset is smooth at that broadening.

```lean
#print axioms DirectGapAbsorptionEdge.absorption_edge
-- 'DirectGapAbsorptionEdge.absorption_edge' depends on axioms: [propext, Classical.choice, Quot.sound]
#print axioms DirectGapAbsorptionEdge.no_absorption_below_gap
-- 'DirectGapAbsorptionEdge.no_absorption_below_gap' depends on axioms: [propext, Classical.choice, Quot.sound]
#print axioms DirectGapAbsorptionEdge.allowed_edge_two_dim
-- 'DirectGapAbsorptionEdge.allowed_edge_two_dim' depends on axioms: [propext, Classical.choice, Quot.sound]
#print axioms DirectGapAbsorptionEdge.edges_three_dim
-- 'DirectGapAbsorptionEdge.edges_three_dim' depends on axioms: [propext, Classical.choice, Quot.sound]
```

## Other dispersions, and a density in place of a derivative

The same calculation by hand covers a pair energy \(E_g+c\,|k|^s\) with \(c,s>0\), although the theorems above treat only \(s=2\). The cutoff becomes \((x/c)^{1/s}\), and the radial derivative is

\[
\frac{1}{s\,c}\left(\frac{x}{c}\right)^{(d+2p)/s-1}.
\]

Setting \(s=2\) and \(c=1/(2m)\) returns \(m(2mx)^{(d-2)/2+p}\).

The strength per unit energy is often written with a delta function, \(\int|k|^{2p}\,\delta\bigl(E-E_g-|k|^2/(2m)\bigr)\,d^dk\). One formal version of that expression carries the weight \(|k|^{2p}\,d^dk\) over to the energy axis and takes its density there. Such a density is fixed only up to a set of energies of measure zero, so its value at a single photon energy would depend on a choice. Differentiating the integrated strength gives a definite value at every energy other than the gap.
